# SSOR preconditioning with 0 < w < 2 puts the spectrum of a positive definite matrix in (0, 1]

## Two triangular sweeps per iteration

When a real-space electronic-structure code solves the discretised Poisson equation for the Hartree potential by preconditioned conjugate gradients, each iteration turns a residual r into a preconditioned residual z = M⁻¹r, from which the next search direction is built. The standard form of the method assumes that M is positive definite. For the symmetric successive over-relaxation (SSOR) preconditioner with relaxation parameter between 0 and 2, this holds whenever the finite system matrix A is itself positive definite, as for the standard central-difference negative Laplacian with Dirichlet boundaries.

Let D be the diagonal of A, L its strictly lower triangle, ᴴ the conjugate transpose and w the relaxation parameter, with 0 < w < 2. Then

M = (w/(2−w)) (D/w + L) D⁻¹ (D/w + Lᴴ).

M need not be formed. The vector z follows from two triangular systems, one solved forward and one backward:

(D/w + L) y = ((2−w)/w) r

(D/w + Lᴴ) z = D y

## The error M − A as a square

Each diagonal entry Aᵢᵢ is the quadratic form of A on a basis vector, so it is positive and D is invertible. For any number a and matrices X, Y,

(aD + X) D⁻¹ (aD + Y) = a²D + a(X + Y) + X D⁻¹ Y.

With c = w/(2−w), a = 1/w, X = L and Y = Lᴴ, subtracting A = L + D + Lᴴ gives

M − A = (c/w² − 1) D + (c/w − 1)(L + Lᴴ) + c L D⁻¹ Lᴴ.

The coefficients are

c/w² − 1 = (1−w)²/(w(2−w)) = c((1−w)/w)²

c/w − 1 = −(1−w)/(2−w) = −c(1−w)/w.

These are the coefficients in c times the same expansion, now with a = (1−w)/w, X = −L, Y = −Lᴴ. Hence

M − A = c K D⁻¹ Kᴴ, with K = ((1−w)/w) D − L.

For every vector x,

xᴴ(M − A)x = c Σᵢ |(Kᴴx)ᵢ|²/Aᵢᵢ ≥ 0,

because c > 0. So M − A is positive semidefinite, and M = A + (M − A) is positive definite.

## Eigenvalues as a ratio of quadratic forms

If M⁻¹Av = μv with v ≠ 0, then Av = μMv, and therefore

μ = vᴴAv / vᴴMv.

Both forms are positive and the numerator is at most the denominator, so μ is real and 0 < μ ≤ 1.

The value μ = 1 requires (M − A)v = 0. If w ≠ 1, K is triangular with non-zero diagonal entries ((1−w)/w)Aᵢᵢ, so M − A is invertible and no such v exists. If w = 1, then K = −L. The first row of L is zero, so Kᴴ annihilates the first basis vector, which is an eigenvector with μ = 1. For a 1×1 matrix, μ = w(2−w).

## An indefinite matrix can break the bound

Take w = 1 and

A = [[1, 2], [2, 1]], M = [[1, 2], [2, 5]].

A has eigenvalues 3 and −1. Here M is still positive definite and M − A still positive semidefinite, but M⁻¹A has eigenvalues 1 and −3. A shifted Hamiltonian matrix H − ε, with ε strictly between the lowest and highest eigenvalues of H, is likewise indefinite.

## What the Lean statements say

The matrix has type `Matrix n n ℂ`, with `n` a finite, linearly ordered index set; the order decides which entries are lower. Real symmetric matrices are covered as complex matrices with real entries. `A.PosDef` includes Hermiticity. `strictLower A` and `diagPart A` are read off from `A`, so the splitting is proved, not assumed.

`ssor_bound` states the two matrix inequalities and that any complex `μ` with a non-zero eigenvector equals a real `t` with `0 < t` and `t ≤ 1`. `one_eigenvalue_iff` adds, for a non-empty index set, that 1 is an eigenvalue exactly when `w = 1`. The arithmetic is exact. No positive lower bound on the spectrum is given, and hence no condition number or convergence rate.

```lean
import Mathlib

open Matrix
open scoped ComplexOrder

namespace SSORPreconditioner

noncomputable section

variable {n : Type*} [LinearOrder n]

/-- The strictly lower triangular part `L` of a matrix. -/
def strictLower (A : Matrix n n ℂ) : Matrix n n ℂ :=
  Matrix.of fun i j => if j < i then A i j else 0

/-- The diagonal part `D` of a matrix. -/
def diagPart (A : Matrix n n ℂ) : Matrix n n ℂ :=
  Matrix.diagonal fun i => A i i

/-- A Hermitian matrix is the sum `L + D + Lᴴ` of its strictly lower triangle, its diagonal
and the adjoint of the strictly lower triangle. -/
theorem splitting {A : Matrix n n ℂ} (hA : A.IsHermitian) :
    strictLower A + diagPart A + (strictLower A)ᴴ = A := by
  ext i j
  have hij := hA.apply i j
  rcases lt_trichotomy i j with h | rfl | h
  · simpa [strictLower, diagPart, Matrix.diagonal_apply, h, h.ne, lt_asymm h] using hij
  · simp [strictLower, diagPart]
  · simp [strictLower, diagPart, h, h.ne', lt_asymm h]

/-- The diagonal part of a positive definite matrix is positive definite. -/
theorem diagPart_posDef {A : Matrix n n ℂ} (hA : A.PosDef) : (diagPart A).PosDef :=
  Matrix.PosDef.diagonal fun _ => hA.diag_pos

variable [Fintype n]

/-- The SSOR preconditioner `M = (w/(2-w)) (D/w + L) D⁻¹ (D/w + Lᴴ)` with relaxation
parameter `w`. -/
def ssor (w : ℝ) (A : Matrix n n ℂ) : Matrix n n ℂ :=
  (w / (2 - w)) • ((w⁻¹ • diagPart A + strictLower A) * (diagPart A)⁻¹ *
    (w⁻¹ • diagPart A + (strictLower A)ᴴ))

/-- The triangular matrix `K = ((1-w)/w) D - L`. -/
def ssorDefect (w : ℝ) (A : Matrix n n ℂ) : Matrix n n ℂ :=
  ((1 - w) / w) • diagPart A - strictLower A

/-- For positive definite `A` and `0 < w < 2`, the error of the preconditioner factorises: `M - A =
(w/(2-w)) K D⁻¹ Kᴴ` with `K = ((1-w)/w) D - L`. -/
theorem ssor_sub_eq {A : Matrix n n ℂ} (hA : A.PosDef) {w : ℝ} (h0 : 0 < w) (h2 : w < 2) :
    ssor w A - A =
      (w / (2 - w)) • (ssorDefect w A * (diagPart A)⁻¹ * (ssorDefect w A)ᴴ) := by
  have hw : w ≠ 0 := h0.ne'
  have hw2 : 2 - w ≠ 0 := (sub_pos.2 h2).ne'
  have hdet : IsUnit (diagPart A).det := (diagPart_posDef hA).det_pos.ne'.isUnit
  have hKH : (ssorDefect w A)ᴴ = ((1 - w) / w) • diagPart A - (strictLower A)ᴴ := by
    have hD : (diagPart A)ᴴ = diagPart A := (diagPart_posDef hA).isHermitian
    rw [ssorDefect, Matrix.conjTranspose_sub, Matrix.conjTranspose_smul, hD, star_trivial]
  -- both triangular products have the same expansion, with different coefficients
  have expand : ∀ (D E X Y : Matrix n n ℂ) (a : ℝ), D * E = 1 → E * D = 1 →
      (a • D + X) * E * (a • D + Y) = (a ^ 2) • D + a • (X + Y) + X * E * Y := by
    intro D E X Y a hDE hED
    have h : X * E * D = X := by rw [mul_assoc, hED, mul_one]
    simp only [add_mul, mul_add, smul_mul_assoc, mul_smul_comm, hDE, one_mul, h]
    module
  have e1 : w / (2 - w) * w⁻¹ ^ 2 - 1 = w / (2 - w) * ((1 - w) / w) ^ 2 := by
    field_simp
    ring
  have e2 : w / (2 - w) * w⁻¹ - 1 = -(w / (2 - w) * ((1 - w) / w)) := by
    field_simp
    ring
  have key : ∀ D E L U : Matrix n n ℂ, D * E = 1 → E * D = 1 →
      (w / (2 - w)) • ((w⁻¹ • D + L) * E * (w⁻¹ • D + U)) - (L + D + U) =
      (w / (2 - w)) • ((((1 - w) / w) • D - L) * E * (((1 - w) / w) • D - U)) := by
    intro D E L U hDE hED
    rw [sub_eq_add_neg (((1 - w) / w) • D) L, sub_eq_add_neg (((1 - w) / w) • D) U,
      expand D E L U _ hDE hED, expand D E (-L) (-U) _ hDE hED, neg_mul, neg_mul, mul_neg,
      neg_neg]
    linear_combination (norm := module) e1 • D + e2 • (L + U)
  have h := key (diagPart A) (diagPart A)⁻¹ (strictLower A) (strictLower A)ᴴ
    (Matrix.mul_nonsing_inv _ hdet) (Matrix.nonsing_inv_mul _ hdet)
  rw [splitting hA.isHermitian] at h
  rw [hKH]
  exact h

/-- For positive definite `A` and `0 < w < 2`, the SSOR preconditioner dominates the matrix: `M - A`
is positive semidefinite. -/
theorem ssor_sub_posSemidef {A : Matrix n n ℂ} (hA : A.PosDef) {w : ℝ}
    (h0 : 0 < w) (h2 : w < 2) : (ssor w A - A).PosSemidef := by
  rw [ssor_sub_eq hA h0 h2]
  exact ((diagPart_posDef hA).inv.posSemidef.mul_mul_conjTranspose_same _).smul
    (div_pos h0 (sub_pos.2 h2)).le

/-- For a positive definite `M`, the eigenvalue equation of `M⁻¹ A` is the generalised
eigenvalue equation `A v = μ M v`. -/
theorem eigen_iff {M : Matrix n n ℂ} (hM : M.PosDef) (A : Matrix n n ℂ) (μ : ℂ) (v : n → ℂ) :
    (M⁻¹ * A) *ᵥ v = μ • v ↔ A *ᵥ v = μ • (M *ᵥ v) := by
  have hu : IsUnit M.det := hM.det_pos.ne'.isUnit
  constructor
  · intro h
    calc A *ᵥ v = M *ᵥ ((M⁻¹ * A) *ᵥ v) := by
          rw [Matrix.mulVec_mulVec, ← Matrix.mul_assoc, Matrix.mul_nonsing_inv _ hu,
            Matrix.one_mul]
      _ = μ • (M *ᵥ v) := by rw [h, Matrix.mulVec_smul]
  · intro h
    rw [← Matrix.mulVec_mulVec, h, Matrix.mulVec_smul, Matrix.mulVec_mulVec,
      Matrix.nonsing_inv_mul _ hu, Matrix.one_mulVec]

/-- SSOR bound: for positive definite `A` and `0 < w < 2`, `M - A` is positive semidefinite,
`M` is positive definite, and every eigenvalue of `M⁻¹ A` is real and lies in `(0, 1]`. -/
theorem ssor_bound {A : Matrix n n ℂ} (hA : A.PosDef) {w : ℝ} (h0 : 0 < w) (h2 : w < 2) :
    (ssor w A - A).PosSemidef ∧ (ssor w A).PosDef ∧
      ∀ (μ : ℂ) (v : n → ℂ), v ≠ 0 → ((ssor w A)⁻¹ * A) *ᵥ v = μ • v →
        ∃ t : ℝ, 0 < t ∧ t ≤ 1 ∧ μ = t := by
  have hP := ssor_sub_posSemidef hA h0 h2
  have hM : (ssor w A).PosDef := by
    have h := hA.add_posSemidef hP
    rwa [add_sub_cancel] at h
  refine ⟨hP, hM, fun μ v hv h => ?_⟩
  -- compare the quadratic forms of `A` and `M` on the eigenvector
  have ha := hA.dotProduct_mulVec_pos hv
  have hm := hM.dotProduct_mulVec_pos hv
  have hd := hP.dotProduct_mulVec_nonneg v
  rw [Matrix.sub_mulVec, dotProduct_sub] at hd
  have e : star v ⬝ᵥ A *ᵥ v = μ * (star v ⬝ᵥ ssor w A *ᵥ v) := by
    rw [(eigen_iff hM A μ v).1 h, dotProduct_smul, smul_eq_mul]
  generalize star v ⬝ᵥ A *ᵥ v = a at ha hd e
  generalize star v ⬝ᵥ ssor w A *ᵥ v = m at hm hd e
  have hm0 : m ≠ 0 := hm.ne'
  rw [Complex.pos_iff] at ha hm
  rw [Complex.nonneg_iff, Complex.sub_re] at hd
  have ha' : a = (a.re : ℂ) := Complex.ext rfl (by simpa using ha.2.symm)
  have hm' : m = (m.re : ℂ) := Complex.ext rfl (by simpa using hm.2.symm)
  refine ⟨a.re / m.re, div_pos ha.1 hm.1, (div_le_one hm.1).2 (by linarith [hd.1]), ?_⟩
  rw [Complex.ofReal_div, ← ha', ← hm', eq_div_iff hm0]
  exact e.symm

/-- For positive definite `A` of non-zero size and `0 < w < 2`, the upper bound is attained only
without over- or under-relaxation: `1` is an eigenvalue of `M⁻¹ A` exactly when `w = 1`. -/
theorem one_eigenvalue_iff [Nonempty n] {A : Matrix n n ℂ} (hA : A.PosDef) {w : ℝ}
    (h0 : 0 < w) (h2 : w < 2) :
    (∃ v : n → ℂ, v ≠ 0 ∧ ((ssor w A)⁻¹ * A) *ᵥ v = v) ↔ w = 1 := by
  have hM := (ssor_bound hA h0 h2).2.1
  have hE := ssor_sub_eq hA h0 h2
  constructor
  · rintro ⟨v, hv, h⟩
    by_contra hw
    have h1 := (eigen_iff hM A 1 v).1 (by rw [h, one_smul])
    have hz : (ssor w A - A) *ᵥ v = 0 := by
      rw [Matrix.sub_mulVec, h1, one_smul, sub_self]
    rw [hE, Matrix.smul_mulVec] at hz
    have hz' := (smul_eq_zero.1 hz).resolve_left (div_pos h0 (sub_pos.2 h2)).ne'
    -- `K` is triangular with non-zero diagonal, hence invertible
    have hT : (ssorDefect w A).BlockTriangular OrderDual.toDual := by
      intro i j hij
      have hlt : i < j := OrderDual.toDual_lt_toDual.1 hij
      simp [ssorDefect, diagPart, strictLower, hlt.ne, lt_asymm hlt]
    have hK : (ssorDefect w A).det ≠ 0 := by
      rw [Matrix.det_of_isLowerTriangular _ hT]
      refine Finset.prod_ne_zero_iff.2 fun i _ => ?_
      have hi : ssorDefect w A i i = ((1 - w) / w) • A i i := by
        simp [ssorDefect, diagPart, strictLower]
      rw [hi]
      exact smul_ne_zero (div_ne_zero (sub_ne_zero.2 (Ne.symm hw)) h0.ne') hA.diag_pos.ne'
    refine hv (Matrix.eq_zero_of_mulVec_eq_zero ?_ hz')
    rw [Matrix.det_mul, Matrix.det_mul, Matrix.det_conjTranspose]
    exact mul_ne_zero (mul_ne_zero hK (diagPart_posDef hA).inv.det_pos.ne') (star_ne_zero.2 hK)
  · rintro rfl
    -- the first basis vector is annihilated by `Kᴴ = -Lᴴ`
    obtain ⟨k, hk⟩ := Finite.exists_min (id : n → n)
    have hrow : ∀ i, ssorDefect 1 A k i = 0 := by
      intro i
      have hki : ¬ i < k := not_lt_of_ge (hk i)
      simp [ssorDefect, strictLower, hki]
    have hz : (ssorDefect 1 A)ᴴ *ᵥ Pi.single k 1 = 0 := by
      rw [Matrix.mulVec_single_one]
      ext i
      simp [Matrix.col_apply, Matrix.conjTranspose_apply, hrow]
    have hd : (ssor 1 A - A) *ᵥ Pi.single k 1 = 0 := by
      rw [hE, Matrix.smul_mulVec, ← Matrix.mulVec_mulVec, hz, Matrix.mulVec_zero, smul_zero]
    rw [Matrix.sub_mulVec, sub_eq_zero] at hd
    refine ⟨Pi.single k 1, fun h => ?_, ?_⟩
    · have h' := congrFun h k
      simp at h'
    · have h' := (eigen_iff hM A 1 (Pi.single k 1)).2 (by rw [one_smul, hd])
      rwa [one_smul] at h'

end

end SSORPreconditioner
```

```lean
#print axioms SSORPreconditioner.ssor_sub_posSemidef
#print axioms SSORPreconditioner.one_eigenvalue_iff
```

```
'SSORPreconditioner.ssor_sub_posSemidef' depends on axioms: [propext, Classical.choice, Quot.sound]
'SSORPreconditioner.one_eigenvalue_iff' depends on axioms: [propext, Classical.choice, Quot.sound]
```

## How the proof follows the algebra

`splitting` compares entries below, on and above the diagonal. In `ssor_sub_eq`, `expand` is the product formula above, `e1` and `e2` are the two coefficient identities, and `linear_combination` combines them into the factorisation. `ssor_sub_posSemidef` then uses the fact that K D⁻¹ Kᴴ is positive semidefinite because D⁻¹ is.

`eigen_iff` passes between M⁻¹Av = μv and Av = μMv. In `ssor_bound` the two quadratic forms become complex numbers `a` and `m`. Positivity in the order on ℂ means a positive real part and zero imaginary part, so the witness is `a.re / m.re`.

For `one_eigenvalue_iff`, the forward direction supposes that w ≠ 1, shows that the determinant of K is then non-zero, as a product of non-zero diagonal entries, and concludes that v = 0, a contradiction. The converse takes the least index `k` and checks that `Pi.single k 1` is the required eigenvector.
